# Exponentials with distinct positive exponents have a nonsingular overlap matrix on the half line

## Could an unlucky choice of exponents make the functions cancel?

On the half line x > 0, the functions exp(−a_i x) are supposed to have a nonsingular overlap matrix as soon as the positive exponents a_i are pairwise distinct. I use such functions to build a variational trial function, and I find this hard to believe. With exponents 1, 2 and 3, the middle curve looks like a blend of its neighbours, and when I add more exponents the eigenvalue solver complains about linear dependence. Is there really no special set of distinct exponents for which some combination cancels exactly? And if there is none, what is the solver complaining about?

## No exact cancellation, but overlaps that come close to it

There is no such set. For finitely many pairwise distinct a_i > 0 and real coefficients c_i that are not all zero,

∑_i ∑_j c_i c_j/(a_i + a_j) > 0.

The left side is the squared norm of your trial function, so no nontrivial combination has zero norm, and the overlap matrix is nonsingular. The solver is reacting to a matrix that is close to singular. For exponents 1, 2 and 3 the determinant is 1/43200, or 1/900 if the functions are normalised first: small, but not zero.

This matters in a linear variational calculation, where one solves H c = E S c for the energy E and the coefficients c, with the Hamiltonian matrix H and the overlap matrix S. For a finite set of these one-dimensional exponentials, distinct exponents guarantee that S can be inverted, though not that it can be inverted accurately in floating-point arithmetic.

### From the overlap integral to a Vandermonde system

Start with two functions with exponents a, b > 0. Their product is again an exponential, so

∫₀^∞ exp(−a x) exp(−b x) dx = ∫₀^∞ exp(−(a + b) x) dx = 1/(a + b).

Now take n exponents, numbered i = 0, …, n−1, and the trial function

ψ(x) = ∑_i c_i exp(−a_i x).

Its square is a finite double sum,

ψ(x)² = ∑_i ∑_j c_i c_j exp(−a_i x) exp(−a_j x),

and integrating term by term gives

∫₀^∞ ψ(x)² dx = ∑_i ∑_j c_i c_j/(a_i + a_j).

The double sum is therefore never negative, even though individual terms can be. It remains to exclude zero.

Suppose the integral is zero. If ψ(x₀) ≠ 0 at some x₀ > 0, then by continuity ψ² stays above ψ(x₀)²/2 on a small interval around x₀, and the integral would be positive. Hence ψ(x) = 0 for every x > 0.

Next, sample ψ at the points x = k + 1 for k = 0, …, n−1. Write t_i = exp(−a_i) and d_i = c_i t_i. Then

0 = ψ(k + 1) = ∑_i c_i t_i^(k+1) = ∑_i d_i t_i^k.

These are n linear equations for the n numbers d_i. Their coefficients form the Vandermonde matrix with entries t_i^k, whose determinant is

∏_{i<j} (t_j − t_i).

Distinct exponents give distinct t_i, because the exponential is strictly monotonic, so no factor vanishes. Therefore all d_i are zero, and since t_i > 0, all c_i are zero as well. If the coefficients are not all zero, the squared norm must be positive.

This also settles your worry about the middle curve. It may resemble a blend of its neighbours over the range you plot, but an exact blend would have to satisfy the sampled equations, and their only solution is zero.

For the matrix S with entries 1/(a_i + a_j), suppose S c = 0 with c ≠ 0. Multiplying row i by c_i and summing over i gives ∑_i ∑_j c_i c_j/(a_i + a_j) = 0, which has just been excluded. Conversely, if two of the exponents are equal, two rows of S are equal and its determinant is zero. So, for positive exponents, S is nonsingular exactly when they are pairwise distinct.

For two functions one can watch the basis degenerate:

det S = 1/(4ab) − 1/(a + b)² = ((a + b)² − 4ab)/(4ab(a + b)²) = (a − b)²/(4ab(a + b)²).

The functions here are not normalised; each has squared norm 1/(2a) or 1/(2b). After normalisation the determinant becomes

(a − b)²/(a + b)².

With a = 1 and b = 1.1 this is about 0.0023. It falls quadratically as the exponents approach each other. With more functions, S can also come close to singular without any two exponents being close, because one function can be nearly a combination of several others.

### What the Lean statements say about the basis

The basis function exp(−a x) is `expFun a x`, and a linear combination of n of them is `trial a c x`. Exponents and coefficients are functions `Fin n → ℝ`, that is, lists of n real numbers numbered from 0 to n−1. The overlap is defined as an integral over `Ioi (0 : ℝ)`, the set of all x > 0, so the value 1/(a + b) is a theorem and not part of the definition. `overlapMatrix a` collects these integrals; it is the S of the usual notation.

The main theorem, `overlap_form_pos`, has three hypotheses. `ha` says that every exponent is positive, so that each function decays and has a finite norm. `hinj` says that the map from index to exponent is injective, which is pairwise distinctness. `hc : c ≠ 0` says that at least one coefficient is nonzero. The conclusion is the strict inequality for the double sum, and `integral_trial_sq` identifies that sum with the squared norm.

`overlapMatrix_det_ne_zero_iff` is the equivalence between a nonzero determinant and distinct exponents, again for positive exponents. `overlapMatrix_det_two` is the formula for two functions, and it allows a = b, where both sides are zero.

The step to an atomic calculation is the integration weight. Here the functions live on a line with weight 1, whereas s-type exponentials around a nucleus are integrated with the weight 4πr², which changes the overlap to 8π/(a + b)³. The sampling argument carries over to that case, but the theorems below are about weight 1. They also give no lower bound on the smallest eigenvalue of S, which is what you would need to predict the loss of accuracy for a large basis.

```lean
import Mathlib

open MeasureTheory Set Matrix

namespace ExponentialBasisOverlap

noncomputable section

/-- The exponential basis function `exp (-a x)` with exponent `a`. -/
def expFun (a x : ℝ) : ℝ := Real.exp (-a * x)

/-- The overlap integral of two exponential basis functions over the half line `x > 0`. -/
def overlap (a b : ℝ) : ℝ := ∫ x in Ioi (0 : ℝ), expFun a x * expFun b x

/-- The trial function `∑ i, c i * exp (-a i x)` with exponents `a` and coefficients `c`. -/
def trial {n : ℕ} (a c : Fin n → ℝ) (x : ℝ) : ℝ := ∑ i, c i * expFun (a i) x

/-- The overlap matrix of the exponential basis functions with exponents `a`. -/
def overlapMatrix {n : ℕ} (a : Fin n → ℝ) : Matrix (Fin n) (Fin n) ℝ :=
  Matrix.of fun i j => overlap (a i) (a j)

/-- The product of two exponential basis functions is an exponential with the summed exponent. -/
theorem expFun_mul (a b x : ℝ) : expFun a x * expFun b x = Real.exp (-(a + b) * x) := by
  unfold expFun
  rw [← Real.exp_add]
  congr 1
  ring

/-- The product of two exponential basis functions is integrable over the half line
when the sum of the exponents is positive. -/
theorem integrable_expFun_mul {a b : ℝ} (h : 0 < a + b) :
    Integrable (fun x => expFun a x * expFun b x) (volume.restrict (Ioi (0 : ℝ))) := by
  simp_rw [expFun_mul]
  exact exp_neg_integrableOn_Ioi 0 h

/-- Two exponential basis functions whose exponents have a positive sum
have the overlap `1 / (a + b)`. -/
theorem overlap_eq {a b : ℝ} (h : 0 < a + b) : overlap a b = 1 / (a + b) := by
  unfold overlap
  simp_rw [expFun_mul]
  rw [integral_exp_mul_Ioi (by linarith : -(a + b) < 0) 0, mul_zero, Real.exp_zero, neg_div_neg_eq]

/-- The square of a trial function is a double sum over products of basis functions. -/
theorem trial_sq {n : ℕ} (a c : Fin n → ℝ) (x : ℝ) :
    trial a c x ^ 2 = ∑ i, ∑ j, c i * c j * (expFun (a i) x * expFun (a j) x) := by
  unfold trial
  rw [sq, Finset.sum_mul_sum]
  refine Finset.sum_congr rfl fun i _ => Finset.sum_congr rfl fun j _ => ?_
  ring

/-- For positive exponents, the squared norm of the trial function on the half line
is the quadratic form `∑ i, ∑ j, c i * c j / (a i + a j)`. -/
theorem integral_trial_sq {n : ℕ} {a : Fin n → ℝ} (ha : ∀ i, 0 < a i) (c : Fin n → ℝ) :
    ∫ x in Ioi (0 : ℝ), trial a c x ^ 2 = ∑ i, ∑ j, c i * c j / (a i + a j) := by
  have hint := fun i j => integrable_expFun_mul (add_pos (ha i) (ha j))
  simp_rw [trial_sq]
  -- integrate term by term
  rw [MeasureTheory.integral_finsetSum _ (fun i _ =>
    MeasureTheory.integrable_finsetSum _ (fun j _ => (hint i j).const_mul (c i * c j)))]
  refine Finset.sum_congr rfl fun i _ => ?_
  rw [MeasureTheory.integral_finsetSum _ (fun j _ => (hint i j).const_mul (c i * c j))]
  refine Finset.sum_congr rfl fun j _ => ?_
  have h := overlap_eq (add_pos (ha i) (ha j))
  unfold overlap at h
  rw [integral_const_mul, h, mul_one_div]

/-- If the exponents are pairwise distinct, a trial function that vanishes at every `x > 0`
has only zero coefficients. -/
theorem coeff_eq_zero {n : ℕ} {a : Fin n → ℝ} (hinj : Function.Injective a)
    {c : Fin n → ℝ} (h : ∀ x, 0 < x → trial a c x = 0) : c = 0 := by
  have hv : Function.Injective (fun i => Real.exp (-a i)) := fun i j hij =>
    hinj (neg_injective (Real.exp_injective hij))
  -- sampling at x = 1, 2, ..., n gives a Vandermonde system
  have hz : (fun i => c i * Real.exp (-a i)) = 0 := by
    refine Matrix.eq_zero_of_vecMul_eq_zero (Matrix.det_vandermonde_ne_zero_iff.mpr hv) ?_
    funext k
    have hk := h ((k : ℕ) + 1 : ℝ) (by positivity)
    unfold trial expFun at hk
    change ∑ i, c i * Real.exp (-a i) * Real.exp (-a i) ^ (k : ℕ) = 0
    rw [← hk]
    refine Finset.sum_congr rfl fun i _ => ?_
    rw [← Real.exp_nat_mul, mul_assoc, ← Real.exp_add]
    congr 2
    ring
  funext i
  exact (mul_eq_zero.mp (congrFun hz i)).resolve_right (Real.exp_ne_zero _)

/-- For pairwise distinct positive exponents and real coefficients that are not all zero,
the quadratic form `∑ i, ∑ j, c i * c j / (a i + a j)` is strictly positive. -/
theorem overlap_form_pos {n : ℕ} {a : Fin n → ℝ} (ha : ∀ i, 0 < a i)
    (hinj : Function.Injective a) {c : Fin n → ℝ} (hc : c ≠ 0) :
    0 < ∑ i, ∑ j, c i * c j / (a i + a j) := by
  rw [← integral_trial_sq ha c]
  have hnn : 0 ≤ fun x => trial a c x ^ 2 := fun x => sq_nonneg _
  refine lt_of_le_of_ne (integral_nonneg hnn) fun h0 => hc ?_
  have hint : Integrable (fun x => trial a c x ^ 2) (volume.restrict (Ioi (0 : ℝ))) := by
    simp_rw [trial_sq]
    exact MeasureTheory.integrable_finsetSum _ fun i _ => MeasureTheory.integrable_finsetSum _ fun j _ =>
      (integrable_expFun_mul (add_pos (ha i) (ha j))).const_mul _
  have hae := (integral_eq_zero_iff_of_nonneg hnn hint).mp h0.symm
  have hcont : Continuous fun x => trial a c x ^ 2 := by
    unfold trial expFun
    fun_prop
  -- a continuous function that vanishes almost everywhere on x > 0 vanishes there
  have heq := Measure.eqOn_open_of_ae_eq hae isOpen_Ioi hcont.continuousOn continuousOn_const
  exact coeff_eq_zero hinj fun x hx => pow_eq_zero_iff (two_ne_zero) |>.mp (heq hx)

/-- For positive exponents, the overlap matrix is nonsingular exactly when the exponents
are pairwise distinct. -/
theorem overlapMatrix_det_ne_zero_iff {n : ℕ} {a : Fin n → ℝ} (ha : ∀ i, 0 < a i) :
    (overlapMatrix a).det ≠ 0 ↔ Function.Injective a := by
  constructor
  · -- equal exponents give equal rows
    intro hdet i j hij
    by_contra hne
    refine hdet (Matrix.det_zero_of_row_eq hne ?_)
    funext k
    simp only [overlapMatrix, Matrix.of_apply, hij]
  · -- a nonzero null vector would give a trial function of zero norm
    intro hinj hdet
    obtain ⟨c, hc, hnull⟩ := Matrix.exists_mulVec_eq_zero_iff.mpr hdet
    have hpos := overlap_form_pos ha hinj hc
    have hzero : ∑ i, ∑ j, c i * c j / (a i + a j) = 0 := by
      refine Finset.sum_eq_zero fun i _ => ?_
      have hi : ∑ j, overlap (a i) (a j) * c j = 0 := congrFun hnull i
      calc ∑ j, c i * c j / (a i + a j) = c i * ∑ j, overlap (a i) (a j) * c j := by
            rw [Finset.mul_sum]
            refine Finset.sum_congr rfl fun j _ => ?_
            rw [overlap_eq (add_pos (ha i) (ha j))]
            ring
        _ = 0 := by rw [hi, mul_zero]
    exact hpos.ne' hzero

/-- For two positive exponents `a` and `b`, the determinant of the overlap matrix is
`(a - b)² / (4 a b (a + b)²)`. -/
theorem overlapMatrix_det_two {a b : ℝ} (ha : 0 < a) (hb : 0 < b) :
    (overlapMatrix ![a, b]).det = (a - b) ^ 2 / (4 * a * b * (a + b) ^ 2) := by
  have hab : a + b ≠ 0 := (add_pos ha hb).ne'
  have ha0 : a ≠ 0 := ha.ne'
  have hb0 : b ≠ 0 := hb.ne'
  rw [Matrix.det_fin_two]
  change overlap a a * overlap b b - overlap a b * overlap b a = _
  rw [overlap_eq (add_pos ha ha), overlap_eq (add_pos hb hb), overlap_eq (add_pos ha hb),
    overlap_eq (add_pos hb ha), add_comm b a, ← two_mul a, ← two_mul b]
  field_simp
  ring

end

end ExponentialBasisOverlap
```

```lean
#print axioms ExponentialBasisOverlap.overlapMatrix_det_ne_zero_iff
#print axioms ExponentialBasisOverlap.overlapMatrix_det_two
```

```
'ExponentialBasisOverlap.overlapMatrix_det_ne_zero_iff' depends on axioms: [propext, Classical.choice, Quot.sound]
'ExponentialBasisOverlap.overlapMatrix_det_two' depends on axioms: [propext, Classical.choice, Quot.sound]
```

### How the Lean proof reaches strict positivity

`expFun_mul` combines two exponentials into one. `integrable_expFun_mul` shows that the product is integrable when the sum of the exponents is positive, and `overlap_eq` evaluates the integral with Mathlib's formula for an exponential on a half line.

`trial_sq` expands the square into the double sum. In `integral_trial_sq` the integral is moved inside the two finite sums, one after the other, by two uses of `integral_finsetSum`. Each use requires the terms to be integrable, which is supplied by `hint`. The constant c_i c_j is then pulled out and the remaining overlap replaced by its value.

`coeff_eq_zero` is the sampling argument. The fact `hv` states that the numbers exp(−a_i) are distinct. The fact `hz` states that all products c_i exp(−a_i), the d_i above, are zero. To prove it, Lean evaluates the trial function at k + 1 and rewrites the result as row vector times Vandermonde matrix; `det_vandermonde_ne_zero_iff` provides the nonzero determinant. The last line divides out the exponential factor. This lemma does not assume positive exponents: the functions are linearly independent for any distinct real exponents, and positivity is used only when norms and overlaps are computed.

`overlap_form_pos` first replaces the double sum by the integral of the squared trial function. Since that integral is nonnegative, `lt_of_le_of_ne` leaves only the case in which it equals zero. For a nonnegative integrable function, a zero integral means that the function vanishes almost everywhere, that is, except on a set of length zero. Integrability has to be supplied at this point because Mathlib assigns the value zero to the integral of a non-integrable function. `Measure.eqOn_open_of_ae_eq` then uses continuity to pass from almost every x > 0 to every x > 0, the step done above with a small interval around x₀. Finally, `coeff_eq_zero` gives c = 0, which contradicts `hc`.

The determinant criterion is proved in two directions. If two different indices have the same exponent, `Matrix.det_zero_of_row_eq` makes the determinant zero. If the exponents are distinct and the determinant were zero, `Matrix.exists_mulVec_eq_zero_iff` would provide a nonzero null vector c. The `calc` block factors c_i out of the i-th inner sum, recognises the i-th entry of S c, and concludes that the quadratic form is zero, against `overlap_form_pos`.

For two functions, `Matrix.det_fin_two` writes out the determinant, `overlap_eq` inserts the four overlaps, and `field_simp` and `ring` carry out the algebra over the common denominator.
